# Concavity of the second-order energy in the zeroth-order operator

If it is not known how the second-order energy depends on the zeroth-order operator, the average of two second-order energies can be mistaken for the energy of the averaged operator, with no hint of the sign of the error. If the coupling vector is fixed and each operator minus its reference energy is positive definite on the excited space, concavity fixes that sign: the average of the energies never lies above the energy of the averaged operator.

```lean
import Mathlib

open Matrix
open scoped ComplexOrder

namespace SecondOrderConcavity

noncomputable section

variable {n : Type*} [Fintype n] [DecidableEq n]

/-- The real part of the quadratic form `⟨x, A x⟩`. -/
def expVal (A : Matrix n n ℂ) (x : n → ℂ) : ℝ := (star x ⬝ᵥ A *ᵥ x).re

/-- The first-order amplitudes `-A⁻¹ b` for the shifted zeroth-order operator `A`
and the coupling vector `b`. -/
def response (A : Matrix n n ℂ) (b : n → ℂ) : n → ℂ := -(A⁻¹ *ᵥ b)

/-- The second-order energy `-Re ⟨b, A⁻¹ b⟩`. -/
def secondOrder (A : Matrix n n ℂ) (b : n → ℂ) : ℝ := -(star b ⬝ᵥ A⁻¹ *ᵥ b).re

/-- The Hylleraas functional `Re ⟨x, A x⟩ + 2 Re ⟨x, b⟩` of trial amplitudes `x`. -/
def hylleraas (A : Matrix n n ℂ) (b x : n → ℂ) : ℝ :=
  expVal A x + 2 * (star x ⬝ᵥ b).re

omit [DecidableEq n] in
/-- Exchanging the two vectors in a matrix element of a Hermitian operator
conjugates it. -/
theorem hermitian_swap {A : Matrix n n ℂ} (hA : A.IsHermitian) (x y : n → ℂ) :
    star x ⬝ᵥ A *ᵥ y = star (star y ⬝ᵥ A *ᵥ x) := by
  have h : star x ⬝ᵥ A *ᵥ y = star (A *ᵥ x) ⬝ᵥ y := by
    rw [Matrix.star_mulVec, hA.eq, Matrix.dotProduct_mulVec]
  rw [h]
  exact Matrix.star_dotProduct _ _

/-- For positive definite `A` the number `-⟨b, A⁻¹ b⟩` is real and equals the
second-order energy. -/
theorem secondOrder_ofReal {A : Matrix n n ℂ} (hA : A.PosDef) (b : n → ℂ) :
    (secondOrder A b : ℂ) = -(star b ⬝ᵥ A⁻¹ *ᵥ b) := by
  have h := congrArg Complex.im (hermitian_swap hA.isHermitian.inv b b)
  rw [Complex.star_def, Complex.conj_im] at h
  apply Complex.ext
  · simp only [secondOrder, Complex.ofReal_re, Complex.neg_re]
  · simp only [Complex.ofReal_im, Complex.neg_im]
    linarith

/-- The first-order amplitudes solve the first-order equation `A x = -b`. -/
theorem mulVec_response {A : Matrix n n ℂ} (hA : A.PosDef) (b : n → ℂ) :
    A *ᵥ response A b = -b := by
  have hu : IsUnit A.det := (Matrix.isUnit_iff_isUnit_det A).mp hA.isUnit
  rw [response, Matrix.mulVec_neg, Matrix.mulVec_mulVec, Matrix.mul_nonsing_inv A hu,
    Matrix.one_mulVec]

omit [DecidableEq n] in
private lemma expVal_pos {A : Matrix n n ℂ} (hA : A.PosDef) {x : n → ℂ} (hx : x ≠ 0) :
    0 < expVal A x := by
  have h := (Complex.lt_def.mp (hA.dotProduct_mulVec_pos hx)).1
  rwa [Complex.zero_re] at h

omit [DecidableEq n] in
private lemma expVal_nonneg {A : Matrix n n ℂ} (hA : A.PosDef) (x : n → ℂ) :
    0 ≤ expVal A x := by
  by_cases hx : x = 0
  · simp [expVal, hx]
  · exact (expVal_pos hA hx).le

/-- The Hylleraas functional exceeds the second-order energy by the quadratic form
of `A` in the error of the trial amplitudes. -/
theorem hylleraas_eq {A : Matrix n n ℂ} (hA : A.PosDef) (b x : n → ℂ) :
    hylleraas A b x = secondOrder A b + expVal A (x - response A b) := by
  have hy : A *ᵥ (A⁻¹ *ᵥ b) = b := by
    have h := mulVec_response hA b
    rw [response, Matrix.mulVec_neg] at h
    exact neg_injective h
  unfold hylleraas secondOrder expVal response
  -- write b = A y and complete the square
  generalize A⁻¹ *ᵥ b = y at hy ⊢
  subst hy
  have h1 : star (A *ᵥ y) ⬝ᵥ y = star y ⬝ᵥ A *ᵥ y := by
    rw [Matrix.star_mulVec, hA.isHermitian.eq, Matrix.dotProduct_mulVec]
  have h2 := congrArg Complex.re (hermitian_swap hA.isHermitian y x)
  rw [Complex.star_def, Complex.conj_re] at h2
  rw [h1]
  simp only [sub_neg_eq_add, star_add, Matrix.mulVec_add, add_dotProduct,
    dotProduct_add, Complex.add_re]
  linarith

/-- Hylleraas variational principle: the second-order energy is a lower bound of the
functional, reached exactly at the first-order amplitudes. -/
theorem hylleraas_principle {A : Matrix n n ℂ} (hA : A.PosDef) (b x : n → ℂ) :
    secondOrder A b ≤ hylleraas A b x ∧
      (hylleraas A b x = secondOrder A b ↔ x = response A b) := by
  have h := hylleraas_eq hA b x
  refine ⟨by linarith [expVal_nonneg hA (x - response A b)], fun he => ?_, fun he => ?_⟩
  · by_contra hne
    linarith [expVal_pos hA (sub_ne_zero.mpr hne)]
  · rw [h, he]
    simp [expVal]

omit [DecidableEq n] in
private lemma expVal_mix (A B : Matrix n n ℂ) (a c : ℝ) (x : n → ℂ) :
    expVal (a • A + c • B) x = a * expVal A x + c * expVal B x := by
  simp only [expVal, Matrix.add_mulVec, Matrix.smul_mulVec, dotProduct_add,
    dotProduct_smul, Complex.add_re, Complex.smul_re, smul_eq_mul]

omit [DecidableEq n] in
/-- The positive definite zeroth-order operators form a convex set. -/
theorem convex_posDef : Convex ℝ {A : Matrix n n ℂ | A.PosDef} := by
  intro A hA B hB a c ha hc hac
  have hA' : A.PosDef := hA
  have hB' : B.PosDef := hB
  have hH : (a • A + c • B).IsHermitian := by
    unfold Matrix.IsHermitian
    simp [Matrix.conjTranspose_add, Matrix.conjTranspose_smul, hA'.isHermitian.eq,
      hB'.isHermitian.eq]
  change (a • A + c • B).PosDef
  rw [Matrix.posDef_iff_dotProduct_mulVec]
  refine ⟨hH, ?_⟩
  intro x hx
  have him := congrArg Complex.im (hermitian_swap hH x x)
  rw [Complex.star_def, Complex.conj_im] at him
  have hre : 0 < expVal (a • A + c • B) x := by
    rw [expVal_mix]
    have hp := expVal_pos hA' hx
    have hq := expVal_pos hB' hx
    rcases ha.eq_or_lt with h | h
    · have hc1 : c = 1 := by linarith
      rw [← h, hc1]
      linarith
    · exact add_pos_of_pos_of_nonneg (mul_pos h hp) (mul_nonneg hc hq.le)
  refine Complex.lt_def.mpr ⟨?_, ?_⟩
  · rw [Complex.zero_re]
    exact hre
  · rw [Complex.zero_im]
    linarith

/-- Exact second-order energy of a mixture of two zeroth-order operators: the weighted
average plus, with the same weights, the quadratic forms of `A` and `B` in the changes
of their first-order amplitudes. -/
theorem secondOrder_mix {A B : Matrix n n ℂ} (hA : A.PosDef) (hB : B.PosDef)
    (b : n → ℂ) {a c : ℝ} (ha : 0 ≤ a) (hc : 0 ≤ c) (hac : a + c = 1) :
    secondOrder (a • A + c • B) b = a * secondOrder A b + c * secondOrder B b
      + a * expVal A (response (a • A + c • B) b - response A b)
      + c * expVal B (response (a • A + c • B) b - response B b) := by
  have hC : (a • A + c • B).PosDef := convex_posDef hA hB ha hc hac
  have h0 := (hylleraas_principle hC b (response (a • A + c • B) b)).2.mpr rfl
  have h1 := hylleraas_eq hA b (response (a • A + c • B) b)
  have h2 := hylleraas_eq hB b (response (a • A + c • B) b)
  -- the functional is affine in the operator
  generalize response (a • A + c • B) b = y at h0 h1 h2 ⊢
  unfold hylleraas at h0 h1 h2
  rw [expVal_mix] at h0
  linear_combination -h0 + a * h1 + c * h2 - 2 * (star y ⬝ᵥ b).re * hac

/-- For a fixed coupling vector, the second-order energy is a concave function of the
positive definite zeroth-order operator. -/
theorem secondOrder_concaveOn (b : n → ℂ) :
    ConcaveOn ℝ {A : Matrix n n ℂ | A.PosDef} (fun A => secondOrder A b) := by
  refine ⟨convex_posDef, ?_⟩
  intro A hA B hB a c ha hc hac
  change a * secondOrder A b + c * secondOrder B b ≤ secondOrder (a • A + c • B) b
  rw [secondOrder_mix hA hB b ha hc hac]
  have h1 := mul_nonneg ha (expVal_nonneg hA (response (a • A + c • B) b - response A b))
  have h2 := mul_nonneg hc (expVal_nonneg hB (response (a • A + c • B) b - response B b))
  linarith

/-- For a mixture with two positive weights, the second-order energy equals the weighted
average exactly when both operators give the same first-order amplitudes. -/
theorem secondOrder_mix_eq_iff {A B : Matrix n n ℂ} (hA : A.PosDef) (hB : B.PosDef)
    (b : n → ℂ) {a c : ℝ} (ha : 0 < a) (hc : 0 < c) (hac : a + c = 1) :
    secondOrder (a • A + c • B) b = a * secondOrder A b + c * secondOrder B b ↔
      response A b = response B b := by
  have hC : (a • A + c • B).PosDef := convex_posDef hA hB ha.le hc.le hac
  have hm := secondOrder_mix hA hB b ha.le hc.le hac
  have p1 := expVal_nonneg hA (response (a • A + c • B) b - response A b)
  have p2 := expVal_nonneg hB (response (a • A + c • B) b - response B b)
  constructor
  · intro he
    -- both non-negative defects must vanish
    have e1 : response (a • A + c • B) b = response A b := by
      by_contra hne
      have := mul_pos ha (expVal_pos hA (sub_ne_zero.mpr hne))
      linarith [mul_nonneg hc.le p2]
    have e2 : response (a • A + c • B) b = response B b := by
      by_contra hne
      have := mul_pos hc (expVal_pos hB (sub_ne_zero.mpr hne))
      linarith [mul_nonneg ha.le p1]
    exact e1.symm.trans e2
  · intro he
    -- the common amplitudes are a trial vector for the mixture
    have h0 := (hylleraas_principle hC b (response A b)).1
    have h1 := (hylleraas_principle hA b (response A b)).2.mpr rfl
    have h2 := (hylleraas_principle hB b (response A b)).2.mpr he
    have h3 : hylleraas (a • A + c • B) b (response A b)
        = a * secondOrder A b + c * secondOrder B b := by
      rw [← h1, ← h2]
      unfold hylleraas
      rw [expVal_mix]
      linear_combination -2 * (star (response A b) ⬝ᵥ b).re * hac
    linarith [mul_nonneg ha.le p1, mul_nonneg hc.le p2]

/-- The change of the second-order energy from `A` to `B` lies between the quadratic
forms of `B - A` in the first-order amplitudes of `B` and of `A`. -/
theorem secondOrder_change_bounds {A B : Matrix n n ℂ} (hA : A.PosDef) (hB : B.PosDef)
    (b : n → ℂ) :
    expVal (B - A) (response B b) ≤ secondOrder B b - secondOrder A b ∧
      secondOrder B b - secondOrder A b ≤ expVal (B - A) (response A b) := by
  have hs : ∀ x, expVal (B - A) x = hylleraas B b x - hylleraas A b x := by
    intro x
    simp only [hylleraas, expVal, Matrix.sub_mulVec, dotProduct_sub, Complex.sub_re]
    ring
  have a1 := (hylleraas_principle hA b (response A b)).2.mpr rfl
  have b1 := (hylleraas_principle hB b (response B b)).2.mpr rfl
  have a2 := (hylleraas_principle hA b (response B b)).1
  have b2 := (hylleraas_principle hB b (response A b)).1
  rw [hs, hs]
  constructor <;> linarith

end

end SecondOrderConcavity
```

## What it says

The finite type `n` labels an orthonormal basis of the excited space. The matrix $A$ is the zeroth-order operator minus the reference energy on that space, and $b$ is the coupling of the reference state to it. The inner product $\langle x,y\rangle$ is `star x ⬝ᵥ y`, antilinear in $x$. The definitions are

- `response A b`: the first-order amplitudes $x_A=-A^{-1}b$;
- `secondOrder A b`: the energy $E_2(A)=-\mathrm{Re}\langle b,A^{-1}b\rangle$, where `secondOrder_ofReal` shows that for positive definite $A$ the real part discards nothing;
- `expVal A x`: the form $q_A(x)=\mathrm{Re}\langle x,Ax\rangle$, for unnormalised $x$;
- `hylleraas A b x`: the functional $F_A(x)=q_A(x)+2\,\mathrm{Re}\langle x,b\rangle$.

`secondOrder_concaveOn` states that $A\mapsto E_2(A)$ is concave on the positive definite matrices. For positive definite $A$ and $B$, `secondOrder_mix` gives the exact defect, `secondOrder_mix_eq_iff` the case of equality, and `secondOrder_change_bounds` two-sided bounds on $E_2(B)-E_2(A)$.

## What physics it encodes

`A.PosDef` means that $A$ is Hermitian and that every excited zeroth-order level lies above the reference energy. This gap is assumed, not derived. In an orthonormal eigenbasis of $A$, $E_2$ is the usual sum $-\sum_k|b_k|^2/(\varepsilon_k-\varepsilon_0)$, where $\varepsilon_k$ are the excited zeroth-order levels and $\varepsilon_0$ is the reference energy.

Within a finite basis, the result compares different partitionings of one Hamiltonian $H$, provided they share $b$. They do if the reference state is an eigenvector of each zeroth-order operator, because $b$ is then the excited-space part of $H$ acting on the reference. Unbounded operators and vanishing gaps are not covered, nor is the error of second order against the exact energy.

## Why it is true

**Completing the square.** Put $y=A^{-1}b$, so that $Ay=b$ and $x_A=-y$. Since $A$ is Hermitian,
$$\langle x+y,A(x+y)\rangle=\langle x,Ax\rangle+2\,\mathrm{Re}\langle x,b\rangle+\langle b,A^{-1}b\rangle,$$
and therefore
$$F_A(x)=E_2(A)+q_A(x-x_A).$$
This is `hylleraas_eq`. Its proof replaces $A^{-1}b$ by $y$ and $b$ by $Ay$, and `hermitian_swap` identifies the cross terms. Positivity of $q_A$ then gives `hylleraas_principle`: $E_2(A)$ is the minimum of $F_A$, reached only at $x_A$.

**Mixing.** Let $C=aA+cB$ with $a,c\ge0$ and $a+c=1$. By `convex_posDef`, $C$ is positive definite: $q_C=aq_A+cq_B$, and at least one weight is positive. Also $F_C=aF_A+cF_B$. At $x_C$ this reads
$$E_2(C)=aE_2(A)+cE_2(B)+a\,q_A(x_C-x_A)+c\,q_B(x_C-x_B).$$
The last two terms are non-negative, which is concavity.

If $a,c>0$ and equality holds, both terms vanish, so $x_A=x_C=x_B$. Conversely, if $x_A=x_B$, this vector used as a trial for $C$ gives $E_2(C)\le aE_2(A)+cE_2(B)$, and concavity gives the reverse.

An easy mistake is to forget $a+c=1$ here. The coupling term of $aF_A+cF_B$ is $2(a+c)\,\mathrm{Re}\langle x,b\rangle$, so the functional is affine in the operator, not linear. In Lean, `hac` enters `linear_combination` for this reason.

**Changing the operator.** Since $F_B(x)-F_A(x)=q_{B-A}(x)$, using each response as a trial vector for the other operator gives
$$q_{B-A}(x_B)\le E_2(B)-E_2(A)\le q_{B-A}(x_A).$$

A neighbouring result follows by hand: if $B-A$ is positive semidefinite, the lower bound is non-negative, so $E_2(A)\le E_2(B)$. Adding a positive semidefinite operator to $A$ thus never deepens the second-order lowering. Higher eigenvalues alone do not ensure this, because the eigenvectors may change too.

## A numerical instance

Take $A=\mathrm{diag}(1,2)$, $B=\mathrm{diag}(2,1)$, $b=(1,1)$ and equal weights. Then $E_2(A)=E_2(B)=-\tfrac32$, while $C=\tfrac32 I$ gives $E_2(C)=-\tfrac43$. The defect is $\tfrac16$. As a check, $x_C-x_A=(\tfrac13,-\tfrac16)$ and $q_A(x_C-x_A)=\tfrac19+\tfrac2{36}=\tfrac16$; the term for $B$ is the same by symmetry.

## Another way to model it

One could define $E_2(A)$ as the infimum of $F_A$ over all $x$. Concavity would then be immediate, as for any infimum of affine functions, and semidefinite $A$ could be admitted if the value $-\infty$ were allowed. The formula with $A^{-1}$ would become a theorem for the positive definite case instead of the definition.

```lean
#print axioms SecondOrderConcavity.secondOrder_ofReal
-- 'SecondOrderConcavity.secondOrder_ofReal' depends on axioms: [propext, Classical.choice, Quot.sound]
#print axioms SecondOrderConcavity.secondOrder_concaveOn
-- 'SecondOrderConcavity.secondOrder_concaveOn' depends on axioms: [propext, Classical.choice, Quot.sound]
#print axioms SecondOrderConcavity.secondOrder_mix_eq_iff
-- 'SecondOrderConcavity.secondOrder_mix_eq_iff' depends on axioms: [propext, Classical.choice, Quot.sound]
#print axioms SecondOrderConcavity.secondOrder_change_bounds
-- 'SecondOrderConcavity.secondOrder_change_bounds' depends on axioms: [propext, Classical.choice, Quot.sound]
```
